# Linear binning of absorption lines never lowers the static sum and raises it by at most a fraction \(h^2/(4a^2)\)

Let finitely many absorption lines have areas \(A_j\ge 0\), not all zero, at frequencies \(x_j\). Split each area linearly between the two neighbouring points of a uniform grid that covers all the lines, with spacing \(h>0\) and every point at least \(a>0\). The static sum \(S=\sum_j A_j/x_j\) and its binned value \(S'\) then satisfy

\[
S\le S',\qquad \frac{S'-S}{S}\le\frac{h^2}{4a(a+h)}\le\frac{h^2}{4a^2}.
\]

## Static response from a line spectrum

If the areas belong to the imaginary part of the dielectric function, the Kramers–Kronig relation at zero frequency gives \(\varepsilon(0)-1=(2/\pi)S\). For a computed spectrum of finitely many sharp lines, the result bounds the relative change in \(\varepsilon(0)-1\) when each line is split linearly between its two neighbouring grid points. It does not cover an ordinary histogram, which puts the whole area of a line into one bin.

The floor \(a\) keeps the grid away from zero frequency, where \(1/x\) diverges. An optical gap makes such a grid possible, but \(a\) must lie at or below the first grid point, not merely below the first line.

## Area and centroid fix the shares

Write \(g_k=w+kh\) for the grid points, \(k=0,\dots,N\), with \(w\ge a\). Line \(j\) lies in cell \(c_j\), so \(g_{c_j}\le x_j\le g_{c_j+1}\). If the lower and upper ends receive \(l\) and \(u\), conservation requires

\[
l+u=A_j,\qquad l\,g_{c_j}+u\,(g_{c_j}+h)=A_jx_j .
\]

Subtracting \(g_{c_j}\) times the first equation from the second gives \(uh=A_j(x_j-g_{c_j})\). Hence \(u=A_jt_j\) and \(l=A_j(1-t_j)\), with \(t_j=(x_j-g_{c_j})/h\).

## The error of one line, then of the sum

Collecting the binned areas line by line,

\[
S'=\sum_j A_j\left(\frac{1-t_j}{g_{c_j}}+\frac{t_j}{g_{c_j+1}}\right).
\]

For one line, put \(p=g_{c_j}\), \(x=x_j\) and \(t=t_j\). Since \(th=x-p\),

\[
\frac{1-t}{p}+\frac{t}{p+h}=\frac{2p+h-x}{p(p+h)}=\frac1x(1+E_j),\qquad E_j=\frac{(x-p)(p+h-x)}{p(p+h)},
\]

because \(x(2p+h-x)=p(p+h)+(x-p)(p+h-x)\).

Both factors in the numerator of \(E_j\) are non-negative, and their product is \(h^2/4-(x-p-h/2)^2\le h^2/4\). The denominator is at least \(a(a+h)\). Therefore \(0\le E_j\le h^2/(4a(a+h))\).

Finally \(S'-S=\sum_j (A_j/x_j)E_j\), which lies between \(0\) and \(S\,h^2/(4a(a+h))\). Some area is positive, so \(S>0\) and we may divide. Using \(a(a+h)\ge a^2\) gives the simpler bound.

A single line at \(a+h/2\), on a grid starting at \(a\), makes the estimates of the numerator and the denominator equalities, and so attains the sharper bound.

The inequality \(S\le S'\), though not the error bound, extends to any weight \(f\) that is convex on the grid's range: its linear interpolant is nowhere below it, so binning never lowers \(\sum_j A_jf(x_j)\). The weight \(1/x^2\), which multiplies oscillator strengths in a static polarisability, is an example.

## Reading the Lean statement

The finite type `ι` labels the lines; `A`, `x` and `c` give their areas, positions and cells. `staticSum` is \(S\) and `binnedStatic` is \(S'\). The hypothesis `Brackets w h N x c` says that the grid covers every line and that `c` names a correct cell. A line exactly on an interior grid point may be assigned to either adjacent cell.

`static_sum_binning` states positivity of \(S\), the inequality \(S\le S'\) and the sharper bound; `static_sum_relative_error` states the simpler one. The setting is real arithmetic, sharp lines, a uniform grid and zero-frequency response; broadening and rounding do not enter.

```lean
import Mathlib

open Finset

namespace FrequencyGridBinning

noncomputable section

variable {ι : Type*} [Fintype ι]

/-- The `k`-th point of the uniform frequency grid that starts at `w` and has spacing `h`. -/
def gridPoint (w h : ℝ) (k : ℕ) : ℝ := w + k * h

/-- The fraction of a line at `x` that is given to the upper end of grid cell `c`,
for spacing `h ≠ 0`. -/
def upperShare (w h x : ℝ) (c : ℕ) : ℝ := (x - gridPoint w h c) / h

/-- The area collected at grid point `k` when each line `j`, of area `A j` at `x j`, is split
linearly between the two ends of its cell `c j`, for spacing `h ≠ 0`. -/
def binnedArea (w h : ℝ) (A x : ι → ℝ) (c : ι → ℕ) (k : ℕ) : ℝ :=
  ∑ j, ((if k = c j then A j * (1 - upperShare w h (x j) (c j)) else 0) +
    (if k = c j + 1 then A j * upperShare w h (x j) (c j) else 0))

/-- Each line `x j` lies in the closed cell `c j` of the grid with points `0, …, N`. -/
def Brackets (w h : ℝ) (N : ℕ) (x : ι → ℝ) (c : ι → ℕ) : Prop :=
  ∀ j, c j < N ∧ gridPoint w h (c j) ≤ x j ∧ x j ≤ gridPoint w h (c j + 1)

/-- The static sum of area over position for the original lines, at positions `x j ≠ 0`. -/
def staticSum (A x : ι → ℝ) : ℝ := ∑ j, A j / x j

/-- The static sum of the binned spectrum on the grid points `0, …, N`, for spacing `h ≠ 0`
and non-zero grid points. -/
def binnedStatic (w h : ℝ) (N : ℕ) (A x : ι → ℝ) (c : ι → ℕ) : ℝ :=
  ∑ k ∈ range (N + 1), binnedArea w h A x c k / gridPoint w h k

/-- Neighbouring grid points differ by the spacing `h`. -/
theorem gridPoint_succ (w h : ℝ) (k : ℕ) :
    gridPoint w h (k + 1) = gridPoint w h k + h := by
  unfold gridPoint
  push_cast
  ring

/-- For non-zero spacing, two areas `l` and `u` at the ends of a cell preserve the area and
first moment of a line exactly when they are its linear shares. -/
theorem split_unique {w h x A l u : ℝ} (hh : h ≠ 0) (c : ℕ) :
    (l + u = A ∧ l * gridPoint w h c + u * gridPoint w h (c + 1) = A * x) ↔
      (l = A * (1 - upperShare w h x c) ∧ u = A * upperShare w h x c) := by
  have ht : upperShare w h x c * h = x - gridPoint w h c := div_mul_cancel₀ _ hh
  rw [gridPoint_succ]
  constructor
  · rintro ⟨e1, e2⟩
    -- the first moment about the lower end fixes the upper share
    have hu : u = A * upperShare w h x c := by
      apply mul_right_cancel₀ hh
      linear_combination e2 - gridPoint w h c * e1 - A * ht
    exact ⟨by linear_combination e1 - hu, hu⟩
  · rintro ⟨rfl, rfl⟩
    exact ⟨by ring, by linear_combination A * ht⟩

/-- For spacing `h ≠ 0` and cells that belong to the grid, the area-weighted sum of `f` over the
binned spectrum equals the area-weighted sum over the lines, with `f` replaced at each line by the
linear function that agrees with `f` at the two ends of the line's assigned cell. -/
theorem sum_binned_mul (w h : ℝ) {N : ℕ} (A x : ι → ℝ) {c : ι → ℕ}
    (hc : ∀ j, c j < N) (f : ℝ → ℝ) :
    ∑ k ∈ range (N + 1), binnedArea w h A x c k * f (gridPoint w h k) =
      ∑ j, A j * ((1 - upperShare w h (x j) (c j)) * f (gridPoint w h (c j)) +
        upperShare w h (x j) (c j) * f (gridPoint w h (c j + 1))) := by
  unfold binnedArea
  simp_rw [Finset.sum_mul]
  rw [Finset.sum_comm]
  refine Finset.sum_congr rfl fun j _ => ?_
  have hj := hc j
  have h1 : c j ∈ range (N + 1) := Finset.mem_range.mpr (by omega)
  have h2 : c j + 1 ∈ range (N + 1) := Finset.mem_range.mpr (by omega)
  -- only the two ends of the cell contribute
  simp only [add_mul, ite_mul, zero_mul, Finset.sum_add_distrib, Finset.sum_ite_eq', h1, h2,
    if_true]
  ring

/-- For non-zero spacing and cells that belong to the grid, binning preserves the total area
and the first moment of the spectrum. -/
theorem area_and_moment_preserved {w h : ℝ} (hh : h ≠ 0) {N : ℕ} (A x : ι → ℝ)
    {c : ι → ℕ} (hc : ∀ j, c j < N) :
    ∑ k ∈ range (N + 1), binnedArea w h A x c k = ∑ j, A j ∧
    ∑ k ∈ range (N + 1), binnedArea w h A x c k * gridPoint w h k = ∑ j, A j * x j := by
  constructor
  · have e := sum_binned_mul w h A x hc (fun _ => 1)
    simp only [mul_one] at e
    rw [e]
    exact Finset.sum_congr rfl fun j _ => by ring
  · refine (sum_binned_mul w h A x hc (fun y => y)).trans
      (Finset.sum_congr rfl fun j _ => ?_)
    have ht : upperShare w h (x j) (c j) * h = x j - gridPoint w h (c j) :=
      div_mul_cancel₀ _ hh
    simp only [gridPoint_succ]
    linear_combination A j * ht

/-- The inverse frequency of one line at `x`, interpolated linearly between `p` and `p + h`,
equals `1/x` times one plus an explicit relative error, for positive `p`, `h` and `x`. -/
theorem line_error {p h x : ℝ} (hp : 0 < p) (hh : 0 < h) (hx : 0 < x) :
    (1 - (x - p) / h) * p⁻¹ + (x - p) / h * (p + h)⁻¹ =
      x⁻¹ * (1 + (x - p) * (p + h - x) / (p * (p + h))) := by
  have hph : p + h ≠ 0 := by positivity
  field_simp
  ring

/-- The relative error of a line inside a cell `[p, p + h]` with `p ≥ a > 0` and `h > 0` is
non-negative and at most `h² / (4a(a + h))`. -/
theorem line_error_bounds {a p h x : ℝ} (ha : 0 < a) (hh : 0 < h) (hap : a ≤ p)
    (hl : p ≤ x) (hu : x ≤ p + h) :
    0 ≤ (x - p) * (p + h - x) / (p * (p + h)) ∧
    (x - p) * (p + h - x) / (p * (p + h)) ≤ h ^ 2 / (4 * a * (a + h)) := by
  have hp : 0 < p := lt_of_lt_of_le ha hap
  constructor
  · exact div_nonneg (mul_nonneg (by linarith) (by linarith)) (by positivity)
  · have e : h ^ 2 / (4 * a * (a + h)) = h ^ 2 / 4 / (a * (a + h)) := by
      rw [div_div, mul_assoc]
    rw [e]
    -- the numerator is largest at mid-cell, the denominator smallest at `p = a`
    exact div_le_div₀ (by positivity) (by nlinarith [sq_nonneg (2 * x - 2 * p - h)])
      (by positivity) (by gcongr)

/-- For non-negative areas, not all zero, in the cells of a grid with spacing `h > 0` and first
point `w ≥ a > 0`, the static sum is positive, binning never underestimates it, and the relative
error is at most `h² / (4a(a + h))`. -/
theorem static_sum_binning {a w h : ℝ} (ha : 0 < a) (hh : 0 < h) (haw : a ≤ w) {N : ℕ}
    {A x : ι → ℝ} {c : ι → ℕ} (hA : ∀ j, 0 ≤ A j) (hA0 : ∃ j, A j ≠ 0)
    (hb : Brackets w h N x c) :
    0 < staticSum A x ∧ staticSum A x ≤ binnedStatic w h N A x c ∧
    (binnedStatic w h N A x c - staticSum A x) / staticSum A x ≤
      h ^ 2 / (4 * a * (a + h)) := by
  have hg : ∀ j, a ≤ gridPoint w h (c j) := fun j => by
    have : 0 ≤ (c j : ℝ) * h := by positivity
    unfold gridPoint
    linarith
  have hx : ∀ j, 0 < x j := fun j => lt_of_lt_of_le ha ((hg j).trans (hb j).2.1)
  have hS : 0 < staticSum A x := by
    obtain ⟨i, hi⟩ := hA0
    exact Finset.sum_pos' (fun j _ => div_nonneg (hA j) (hx j).le)
      ⟨i, Finset.mem_univ i, div_pos (lt_of_le_of_ne (hA i) (Ne.symm hi)) (hx i)⟩
  -- the binned sum is the original one with a relative error on each line
  have hB : binnedStatic w h N A x c = ∑ j, A j / x j *
      (1 + (x j - gridPoint w h (c j)) * (gridPoint w h (c j) + h - x j) /
        (gridPoint w h (c j) * (gridPoint w h (c j) + h))) := by
    have e := sum_binned_mul w h A x (fun j => (hb j).1) (fun y => y⁻¹)
    unfold binnedStatic
    simp only [div_eq_mul_inv (binnedArea _ _ _ _ _ _)]
    refine e.trans (Finset.sum_congr rfl fun j _ => ?_)
    simp only [gridPoint_succ, upperShare]
    rw [line_error (lt_of_lt_of_le ha (hg j)) hh (hx j), div_eq_mul_inv (A j), mul_assoc]
  have hE := fun j => line_error_bounds ha hh (hg j) (hb j).2.1
    ((hb j).2.2.trans_eq (gridPoint_succ w h (c j)))
  have hlow : staticSum A x ≤ binnedStatic w h N A x c := by
    rw [hB]
    refine Finset.sum_le_sum fun j _ => ?_
    exact le_mul_of_one_le_right (div_nonneg (hA j) (hx j).le) (by linarith [(hE j).1])
  have hup : binnedStatic w h N A x c ≤
      staticSum A x * (1 + h ^ 2 / (4 * a * (a + h))) := by
    rw [hB, staticSum, Finset.sum_mul]
    refine Finset.sum_le_sum fun j _ => ?_
    exact mul_le_mul_of_nonneg_left (by linarith [(hE j).2])
      (div_nonneg (hA j) (hx j).le)
  refine ⟨hS, hlow, ?_⟩
  rw [div_le_iff₀ hS]
  linarith

/-- For non-negative areas, not all zero, in the cells of a grid with spacing `h > 0` and first
point `w ≥ a > 0`, the relative error of the binned static sum is at most `h² / (4a²)`. -/
theorem static_sum_relative_error {a w h : ℝ} (ha : 0 < a) (hh : 0 < h) (haw : a ≤ w)
    {N : ℕ} {A x : ι → ℝ} {c : ι → ℕ} (hA : ∀ j, 0 ≤ A j) (hA0 : ∃ j, A j ≠ 0)
    (hb : Brackets w h N x c) :
    (binnedStatic w h N A x c - staticSum A x) / staticSum A x ≤ h ^ 2 / (4 * a ^ 2) := by
  refine (static_sum_binning ha hh haw hA hA0 hb).2.2.trans ?_
  exact div_le_div_of_nonneg_left (by positivity) (by positivity)
    (by nlinarith [mul_pos ha hh])

/-- A single line of positive area midway between the two points `a > 0` and `a + h` of a grid
with `h > 0` has relative error exactly `h² / (4a(a + h))`. -/
theorem midpoint_attains_bound {a h A : ℝ} (ha : 0 < a) (hh : 0 < h) (hA : 0 < A) :
    Brackets a h 1 (fun _ : Unit => a + h / 2) (fun _ => 0) ∧
    (binnedStatic a h 1 (fun _ : Unit => A) (fun _ => a + h / 2) (fun _ => 0) -
      staticSum (fun _ : Unit => A) (fun _ => a + h / 2)) /
      staticSum (fun _ : Unit => A) (fun _ => a + h / 2) = h ^ 2 / (4 * a * (a + h)) := by
  constructor
  · intro _
    simp only [gridPoint]
    refine ⟨by norm_num, ?_, ?_⟩ <;> push_cast <;> linarith
  · -- the line is shared equally between the two grid points
    have ht : upperShare a h (a + h / 2) 0 = 1 / 2 := by
      rw [upperShare, gridPoint, div_eq_iff hh.ne']
      push_cast
      ring
    have hB : binnedStatic a h 1 (fun _ : Unit => A) (fun _ => a + h / 2) (fun _ => 0) =
        A * (1 - 1 / 2) / a + A * (1 / 2) / (a + h) := by
      simp [binnedStatic, binnedArea, Finset.sum_range_succ, ht, gridPoint]
    have hS : staticSum (fun _ : Unit => A) (fun _ => a + h / 2) = A / (a + h / 2) := by
      simp [staticSum]
    rw [hB, hS]
    field_simp
    ring

end

end FrequencyGridBinning
```

```lean
#print axioms FrequencyGridBinning.area_and_moment_preserved
#print axioms FrequencyGridBinning.static_sum_binning
#print axioms FrequencyGridBinning.static_sum_relative_error
#print axioms FrequencyGridBinning.midpoint_attains_bound
```

```
'FrequencyGridBinning.area_and_moment_preserved' depends on axioms: [propext, Classical.choice, Quot.sound]
'FrequencyGridBinning.static_sum_binning' depends on axioms: [propext, Classical.choice, Quot.sound]
'FrequencyGridBinning.static_sum_relative_error' depends on axioms: [propext, Classical.choice, Quot.sound]
'FrequencyGridBinning.midpoint_attains_bound' depends on axioms: [propext, Classical.choice, Quot.sound]
```

## From the shares to the bound in Lean

`split_unique` solves the two conservation equations, cancelling \(h\) as above. `sum_binned_mul` exchanges the sums over grid points and lines with `Finset.sum_comm`; the conditionals then leave just the two ends of each cell. Taking \(f=1\) and \(f(y)=y\) gives `area_and_moment_preserved`.

`line_error` is the identity for \(E_j\), proved by clearing denominators. In `line_error_bounds`, `nlinarith` receives the square of \(2x-2p-h\), which is four times the completed square above, and `div_le_div₀` combines the bounds on numerator and denominator.

In `static_sum_binning`, `hB` applies `sum_binned_mul` to the inverse function and inserts `line_error`. The steps `hlow` and `hup` compare the sums term by term, using \(A_j\ge0\), and `div_le_iff₀` turns the upper estimate into a relative error. `midpoint_attains_bound` evaluates both sums for the one-line example.
